# For an orthogonal change of axes, the Bond matrices for stress and engineering strain satisfy MᵀN = 1

When a real 3 × 3 matrix R carries a symmetric stress or strain tensor A to R A Rᵀ, the six Voigt components change linearly, by the Bond matrix M for stress and N for strain. The lemma states that MᵀN is the 6 × 6 identity whenever RᵀR = 1, so R may be a proper or an improper rotation. The strain vector holds engineering shears, twice the tensor components, so that its dot product with the stress vector is the trace of the product of the two tensors. The proof takes from an earlier lemma that this dot product is unchanged when both vectors are transformed, and applies it to pairs of standard basis vectors to get MᵀN entry by entry.

The first attempt, which Lean rejects:

```lean
import Mathlib

open Matrix

namespace BondStressTransposeMulBondStrain

noncomputable section

/-- The symmetric stress tensor with Voigt components `(xx, yy, zz, yz, xz, xy)`. -/
def stressTensor (s : Fin 6 → ℝ) : Matrix (Fin 3) (Fin 3) ℝ :=
  !![s 0, s 5, s 4; s 5, s 1, s 3; s 4, s 3, s 2]

/-- The Voigt stress vector read off from a tensor. -/
def stressVoigt (A : Matrix (Fin 3) (Fin 3) ℝ) : Fin 6 → ℝ :=
  ![A 0 0, A 1 1, A 2 2, A 1 2, A 0 2, A 0 1]

/-- The symmetric strain tensor of a Voigt strain vector, whose last three entries are
engineering shears, twice the tensor components. -/
def strainTensor (e : Fin 6 → ℝ) : Matrix (Fin 3) (Fin 3) ℝ :=
  !![e 0, e 5 / 2, e 4 / 2; e 5 / 2, e 1, e 3 / 2; e 4 / 2, e 3 / 2, e 2]

/-- The Voigt strain vector, with engineering shears, read off from a tensor. -/
def strainVoigt (A : Matrix (Fin 3) (Fin 3) ℝ) : Fin 6 → ℝ :=
  ![A 0 0, A 1 1, A 2 2, 2 * A 1 2, 2 * A 0 2, 2 * A 0 1]

/-- The Bond stress matrix `M`: the matrix of `σ ↦ R σ Rᵀ` on Voigt stress vectors. -/
def bondStress (R : Matrix (Fin 3) (Fin 3) ℝ) : Matrix (Fin 6) (Fin 6) ℝ :=
  LinearMap.toMatrix'
    { toFun := fun s => stressVoigt (R * stressTensor s * Rᵀ)
      map_add' := by
        intro s t
        ext i
        fin_cases i <;>
          simp [stressVoigt, stressTensor, Matrix.mul_apply, Fin.sum_univ_three] <;> ring
      map_smul' := by
        intro c s
        ext i
        fin_cases i <;>
          simp [stressVoigt, stressTensor, Matrix.mul_apply, Fin.sum_univ_three] <;> ring }

/-- The Bond strain matrix `N`: the matrix of `ε ↦ R ε Rᵀ` on Voigt strain vectors. -/
def bondStrain (R : Matrix (Fin 3) (Fin 3) ℝ) : Matrix (Fin 6) (Fin 6) ℝ :=
  LinearMap.toMatrix'
    { toFun := fun e => strainVoigt (R * strainTensor e * Rᵀ)
      map_add' := by
        intro s t
        ext i
        fin_cases i <;>
          simp [strainVoigt, strainTensor, Matrix.mul_apply, Fin.sum_univ_three] <;> ring
      map_smul' := by
        intro c s
        ext i
        fin_cases i <;>
          simp [strainVoigt, strainTensor, Matrix.mul_apply, Fin.sum_univ_three] <;> ring }

/-- The Bond matrices act on Voigt vectors as `R · Rᵀ` acts on the tensors. -/
theorem bond_mulVec (R : Matrix (Fin 3) (Fin 3) ℝ) (v : Fin 6 → ℝ) :
    bondStress R *ᵥ v = stressVoigt (R * stressTensor v * Rᵀ) ∧
      bondStrain R *ᵥ v = strainVoigt (R * strainTensor v * Rᵀ) := by
  constructor
  · rw [← Matrix.toLin'_apply, bondStress, Matrix.toLin'_toMatrix']
    rfl
  · rw [← Matrix.toLin'_apply, bondStrain, Matrix.toLin'_toMatrix']
    rfl

/-- A symmetric tensor is recovered from its Voigt vector in either convention. -/
theorem tensor_of_voigt (A : Matrix (Fin 3) (Fin 3) ℝ) (hA : Aᵀ = A) :
    stressTensor (stressVoigt A) = A ∧ strainTensor (strainVoigt A) = A := by
  have h (i j : Fin 3) : A j i = A i j := congrFun (congrFun hA i) j
  constructor <;> ext i j <;> fin_cases i <;> fin_cases j <;>
    simp [stressTensor, stressVoigt, strainTensor, strainVoigt, h 0 1, h 0 2, h 1 2]

/-- The product of Voigt stress and engineering strain vectors is the trace `tr(σ ε)`. -/
theorem work_eq_trace (s e : Fin 6 → ℝ) :
    s ⬝ᵥ e = (stressTensor s * strainTensor e).trace := by
  simp [dotProduct, Fin.sum_univ_six, Matrix.trace, Fin.sum_univ_three, stressTensor,
    strainTensor]
  ring

/-- For orthogonal `R`, the product of stress and strain vectors is unchanged when both
are rotated. -/
theorem work_invariant (R : Matrix (Fin 3) (Fin 3) ℝ) (hR : Rᵀ * R = 1)
    (s e : Fin 6 → ℝ) : (bondStress R *ᵥ s) ⬝ᵥ (bondStrain R *ᵥ e) = s ⬝ᵥ e := by
  have hsym (A : Matrix (Fin 3) (Fin 3) ℝ) (hA : Aᵀ = A) :
      (R * A * Rᵀ)ᵀ = R * A * Rᵀ := by
    rw [Matrix.transpose_mul, Matrix.transpose_mul, Matrix.transpose_transpose, hA, mul_assoc]
  have hs : (stressTensor s)ᵀ = stressTensor s := by
    ext i j
    fin_cases i <;> fin_cases j <;> rfl
  have he : (strainTensor e)ᵀ = strainTensor e := by
    ext i j
    fin_cases i <;> fin_cases j <;> rfl
  -- the inner factor `Rᵀ R` drops out, the outer one by cyclicity of the trace
  have h : R * stressTensor s * Rᵀ * (R * strainTensor e * Rᵀ)
      = R * (stressTensor s * strainTensor e) * Rᵀ := by
    calc _ = R * stressTensor s * (Rᵀ * R) * strainTensor e * Rᵀ := by noncomm_ring
      _ = _ := by rw [hR]; noncomm_ring
  rw [work_eq_trace, work_eq_trace, (bond_mulVec R s).1, (bond_mulVec R e).2,
    (tensor_of_voigt _ (hsym _ hs)).1, (tensor_of_voigt _ (hsym _ he)).2, h,
    Matrix.trace_mul_comm, ← mul_assoc, hR, one_mul]

/-- For orthogonal `R` the Bond stress and strain matrices satisfy `Mᵀ N = 1`. -/
theorem bondStress_transpose_mul_bondStrain (R : Matrix (Fin 3) (Fin 3) ℝ)
    (hR : Rᵀ * R = 1) : (bondStress R)ᵀ * bondStrain R = 1 := by
  ext i j
  have h := work_invariant R hR (Pi.single i 1) (Pi.single j 1)
  have hs : (Pi.single i 1 : Fin 6 → ℝ) ⬝ᵥ Pi.single j 1
      = (1 : Matrix (Fin 6) (Fin 6) ℝ) i j := by
    simp [Matrix.one_apply, Pi.single_apply]
  rw [← hs, ← h, Matrix.mulVec_single_one, Matrix.mulVec_single_one]
  rfl

end

end BondStressTransposeMulBondStrain
```

Compiling this gives:

```
Main.lean:108:46: error: unsolved goals
R : Matrix (Fin 3) (Fin 3) ℝ
hR : Rᵀ * R = 1
i j : Fin 6
h : bondStress R *ᵥ Pi.single i 1 ⬝ᵥ bondStrain R *ᵥ Pi.single j 1 = Pi.single i 1 ⬝ᵥ Pi.single j 1
⊢ (if j = i then 1 else 0) = if i = j then 1 else 0
```

Diagnosis. The error is in the auxiliary fact `hs`, that the dot product of the basis vectors `Pi.single i 1` and `Pi.single j 1` is the `i j` entry of the identity matrix. `simp` reduces the left side to the value of `Pi.single i 1` at `j`, which `Pi.single_apply` writes as `if j = i then 1 else 0`. On the right, `Matrix.one_apply` gives `if i = j then 1 else 0`. The two are equal, but their conditions are written in opposite orders, and `simp` with the lemmas given did not turn one into the other, so the goal was left unsolved.

The repair adds `eq_comm (a := i) (b := j)`, which lets `simp` rewrite `i = j` as `j = i`. Both sides then have the same condition and the goal closes. Because `i` and `j` are fixed in this order, the rule does not apply to `j = i` and cannot turn it back.

The change, after which it compiles:

```diff
@@ -107,5 +107,5 @@
   have hs : (Pi.single i 1 : Fin 6 → ℝ) ⬝ᵥ Pi.single j 1
       = (1 : Matrix (Fin 6) (Fin 6) ℝ) i j := by
-    simp [Matrix.one_apply, Pi.single_apply]
+    simp [Matrix.one_apply, Pi.single_apply, eq_comm (a := i) (b := j)]
   rw [← hs, ← h, Matrix.mulVec_single_one, Matrix.mulVec_single_one]
   rfl
```
